# Two bounded operators on a nonzero normed space cannot have a nonzero number as their commutator

Before I can ask whether the harmonic oscillator's ladder operators, with $[a,a^\dagger]=1$, are bounded, I have to choose the space they act on. I take the finite combinations of number states, which both operators map into itself. For finite matrices the trace settles the matter: a commutator has trace zero and the identity does not. Here I have no trace to use. Could a cleverly chosen norm make both operators bounded? And could one be bounded while the other is not?

## Factorial growth excludes every norm

No norm makes both bounded. If they are mutually adjoint and the norm comes from the inner product, neither is bounded. Without adjointness one of them may be: on polynomials with $\|\sum_n c_nX^n\|=\sum_n n!\,|c_n|$, differentiation is bounded and multiplication by $X$ is not.

Work first in a real or complex normed algebra, so that $\|xy\|\le\|x\|\|y\|$ and $\|n!\,x\|=n!\,\|x\|$. Write $D(x)=[b,x]=bx-xb$ and $c=D(a)$, and suppose $D(c)=0$. The product rule $D(xy)=D(x)y+xD(y)$ gives, for every $k\ge0$,

$$D^{k+1}(ay)=a\,D^{k+1}(y)+(k+1)\,c\,D^k(y).$$

For $k=0$ this is the product rule. Applying $D$ once more turns the first term into $cD^{k+1}(y)+aD^{k+2}(y)$ and the second into $(k+1)cD^{k+1}(y)$, which add up to the next case.

Next, $D^n(a^n)=n!\,c^n$. This is clear for $n=0$. If it holds for $n$, then $D^{n+1}(a^n)=n!\,D(c^n)=0$, and setting $y=a^n$, $k=n$ above leaves

$$D^{n+1}(a^{n+1})=(n+1)\,c\,n!\,c^n=(n+1)!\,c^{n+1}.$$

Since $\|D(x)\|\le2\|b\|\|x\|$ and $\|a^n\|\le\|a\|^n\|1\|$,

$$n!\,\|c^n\|\le(2\|b\|\|a\|)^n\|1\|.$$

Now let the algebra be nonzero, so that $1\ne0$, and suppose $[a,b]=\gamma 1$ with $\gamma\ne0$. Use the bound with $a$ and $b$ exchanged and divide by $\|1\|>0$:

$$1\le\frac{K^n}{n!},\qquad K=\frac{2\|a\|\|b\|}{|\gamma|},\quad\text{for every }n.$$

The right side is a term of the exponential series for $e^K$, so it tends to zero, a contradiction. Bounded operators on a nonzero normed space form such an algebra under the operator norm.

Finally, let $\langle ax,y\rangle=\langle x,by\rangle$ and $\|av\|\le C\|v\|$. Then

$$\|bv\|^2=|\langle a(bv),v\rangle|\le|C|\,\|bv\|\,\|v\|,$$

so $\|bv\|\le|C|\|v\|$, trivially if $bv=0$. Boundedness of either operator would therefore give boundedness of both.

```lean
import Mathlib

open Polynomial

namespace BoundedLadderNoGo

/-- The commutator `[x, y] = x y - y x`. -/
def comm {A : Type*} [Ring A] (x y : A) : A := x * y - y * x

section Algebra

variable {A : Type*} [Ring A]

/-- The commutator with `b` obeys the product rule. -/
theorem comm_mul (b x y : A) : comm b (x * y) = comm b x * y + x * comm b y := by
  unfold comm
  noncomm_ring

/-- The commutator with `b` passes through natural-number multiples. -/
theorem comm_nsmul (b x : A) (n : ℕ) : comm b (n • x) = n • comm b x := by
  simp only [comm, mul_smul_comm, smul_mul_assoc, smul_sub]

/-- Leibniz rule for repeated commutators with `b` of a product `a y`, when `b` commutes
with `[b, a]`: only the terms with at most one commutator on `a` survive. -/
theorem comm_iterate_mul (b a y : A) (h : comm b (comm b a) = 0) (k : ℕ) :
    (comm b)^[k + 1] (a * y) =
      a * (comm b)^[k + 1] y + (k + 1) • (comm b a * (comm b)^[k] y) := by
  induction k with
  | zero =>
    simp only [zero_add, Function.iterate_one, Function.iterate_zero, id_eq, one_smul]
    rw [comm_mul, add_comm]
  | succ k ih =>
    have hadd : ∀ u v : A, comm b (u + v) = comm b u + comm b v := by
      intro u v
      unfold comm
      noncomm_ring
    rw [Function.iterate_succ_apply' (comm b) (k + 1) (a * y), ih, hadd, comm_nsmul,
      comm_mul, comm_mul, h, zero_mul, zero_add,
      ← Function.iterate_succ_apply' (comm b) k y,
      ← Function.iterate_succ_apply' (comm b) (k + 1) y,
      succ_nsmul _ (k + 1)]
    abel

/-- If `b` commutes with `[b, a]`, the `n`-fold commutator of `b` with `a ^ n` is
`n!` times the `n`-th power of `[b, a]`. -/
theorem comm_iterate_pow (b a : A) (h : comm b (comm b a) = 0) (n : ℕ) :
    (comm b)^[n] (a ^ n) = n.factorial • (comm b a) ^ n := by
  induction n with
  | zero => simp
  | succ n ih =>
    -- one commutator more than there are factors of `a` gives zero
    have hc : Commute b (comm b a) := sub_eq_zero.mp h
    have hz : comm b ((comm b a) ^ n) = 0 := sub_eq_zero.mpr (hc.pow_right n).eq
    rw [pow_succ' a, comm_iterate_mul b a _ h, Function.iterate_succ_apply', ih,
      comm_nsmul, hz, smul_zero, mul_zero, zero_add, mul_smul_comm, smul_smul,
      ← pow_succ', Nat.factorial_succ]

end Algebra

section Normed

variable (𝕜 : Type*) [RCLike 𝕜] {A : Type*} [NormedRing A] [NormedAlgebra 𝕜 A]

include 𝕜 in
/-- In a real or complex normed algebra, if `b` commutes with `[b, a]`, then the powers of `[b, a]`
are factorially small: `n! ‖[b, a] ^ n‖ ≤ (2 ‖b‖ ‖a‖) ^ n ‖1‖`. -/
theorem norm_comm_pow_le (b a : A) (h : comm b (comm b a) = 0) (n : ℕ) :
    (n.factorial : ℝ) * ‖(comm b a) ^ n‖ ≤ (2 * ‖b‖ * ‖a‖) ^ n * ‖(1 : A)‖ := by
  -- each commutator with `b` costs at most a factor `2 ‖b‖`
  have step : ∀ (k : ℕ) (y : A), ‖(comm b)^[k] y‖ ≤ (2 * ‖b‖) ^ k * ‖y‖ := by
    intro k y
    induction k with
    | zero => simp
    | succ k ih =>
      rw [Function.iterate_succ_apply']
      calc ‖comm b ((comm b)^[k] y)‖
          ≤ ‖b * (comm b)^[k] y‖ + ‖(comm b)^[k] y * b‖ := norm_sub_le _ _
        _ ≤ ‖b‖ * ‖(comm b)^[k] y‖ + ‖(comm b)^[k] y‖ * ‖b‖ :=
            add_le_add (norm_mul_le _ _) (norm_mul_le _ _)
        _ = 2 * ‖b‖ * ‖(comm b)^[k] y‖ := by ring
        _ ≤ 2 * ‖b‖ * ((2 * ‖b‖) ^ k * ‖y‖) :=
            mul_le_mul_of_nonneg_left ih (by positivity)
        _ = (2 * ‖b‖) ^ (k + 1) * ‖y‖ := by ring
  have hpow : ∀ k : ℕ, ‖a ^ k‖ ≤ ‖a‖ ^ k * ‖(1 : A)‖ := by
    intro k
    induction k with
    | zero => simp
    | succ k ih =>
      calc ‖a ^ (k + 1)‖ = ‖a * a ^ k‖ := by rw [pow_succ']
        _ ≤ ‖a‖ * ‖a ^ k‖ := norm_mul_le _ _
        _ ≤ ‖a‖ * (‖a‖ ^ k * ‖(1 : A)‖) := mul_le_mul_of_nonneg_left ih (norm_nonneg _)
        _ = ‖a‖ ^ (k + 1) * ‖(1 : A)‖ := by ring
  calc (n.factorial : ℝ) * ‖(comm b a) ^ n‖ = ‖n.factorial • (comm b a) ^ n‖ := by
        rw [← Nat.cast_smul_eq_nsmul 𝕜, norm_smul, RCLike.norm_natCast]
    _ = ‖(comm b)^[n] (a ^ n)‖ := by rw [comm_iterate_pow b a h]
    _ ≤ (2 * ‖b‖) ^ n * ‖a ^ n‖ := step n _
    _ ≤ (2 * ‖b‖) ^ n * (‖a‖ ^ n * ‖(1 : A)‖) :=
        mul_le_mul_of_nonneg_left (hpow n) (by positivity)
    _ = (2 * ‖b‖ * ‖a‖) ^ n * ‖(1 : A)‖ := by rw [mul_pow (2 * ‖b‖)]; ring

/-- Two explicit complex matrices `b`, `a` with `[b, a] = -b`, which is nonzero and
commutes with `b`. -/
theorem norm_comm_pow_le_witness :
    comm !![(0 : ℂ), 1; 0, 0] !![1, 0; 0, 0] = !![0, -1; 0, 0] ∧
      comm !![(0 : ℂ), 1; 0, 0] !![0, -1; 0, 0] = 0 := by
  constructor <;> ext i j <;> fin_cases i <;> fin_cases j <;>
    simp [comm]

variable {𝕜}

/-- **Wielandt-Wintner theorem.** In a nontrivial real or complex normed algebra no two
elements have a commutator equal to a nonzero multiple of the identity. -/
theorem wielandt_wintner [Nontrivial A] {γ : 𝕜} (hγ : γ ≠ 0) (a b : A) :
    comm a b ≠ γ • (1 : A) := by
  intro hc
  have h0 : comm a (comm a b) = 0 := by
    rw [hc]
    simp [comm]
  have hg : 0 < ‖γ‖ := norm_pos_iff.mpr hγ
  have h1 : 0 < ‖(1 : A)‖ := norm_pos_iff.mpr one_ne_zero
  have key : ∀ n : ℕ, 1 ≤ (2 * ‖a‖ * ‖b‖ / ‖γ‖) ^ n / (n.factorial : ℝ) := by
    intro n
    have hn := norm_comm_pow_le 𝕜 a b h0 n
    rw [hc, _root_.smul_pow, one_pow, norm_smul, norm_pow, ← mul_assoc] at hn
    have hn' := le_of_mul_le_mul_right hn h1
    rw [div_pow, div_div,
      one_le_div (mul_pos (pow_pos hg n) (Nat.cast_pos.mpr n.factorial_pos)), mul_comm]
    exact hn'
  -- the factorial outgrows every power
  have hlim := (Real.summable_pow_div_factorial (2 * ‖a‖ * ‖b‖ / ‖γ‖)).tendsto_atTop_zero
  exact absurd (ge_of_tendsto' hlim key) (by norm_num)

end Normed

section Operators

variable {𝕜 : Type*} [RCLike 𝕜]

/-- A linear operator is bounded if it stretches every vector by at most a fixed factor. -/
def IsBoundedOp {V : Type*} [NormedAddCommGroup V] [NormedSpace 𝕜 V]
    (T : V →ₗ[𝕜] V) : Prop := ∃ C : ℝ, ∀ v, ‖T v‖ ≤ C * ‖v‖

/-- On a nonzero real or complex normed space, two linear operators whose commutator is a nonzero
number cannot both be bounded. -/
theorem not_both_bounded {V : Type*} [NormedAddCommGroup V] [NormedSpace 𝕜 V]
    [Nontrivial V] {γ : 𝕜} (hγ : γ ≠ 0) (a b : V →ₗ[𝕜] V)
    (h : ∀ v, a (b v) - b (a v) = γ • v) : ¬ (IsBoundedOp a ∧ IsBoundedOp b) := by
  rintro ⟨⟨C, hC⟩, ⟨D, hD⟩⟩
  obtain ⟨v, hv⟩ := exists_ne (0 : V)
  have : Nontrivial (V →L[𝕜] V) :=
    ⟨⟨1, 0, fun h10 => hv (by simpa using congrArg (fun T : V →L[𝕜] V => T v) h10)⟩⟩
  -- bounded operators form a normed algebra
  apply wielandt_wintner hγ (a.mkContinuous C hC) (b.mkContinuous D hD)
  ext w
  exact h w

/-- Differentiation and multiplication by `X` on complex polynomials have commutator one. -/
theorem not_both_bounded_witness (p : ℂ[X]) :
    derivative (LinearMap.mulLeft ℂ (X : ℂ[X]) p) -
      LinearMap.mulLeft ℂ (X : ℂ[X]) (derivative p) = (1 : ℂ) • p := by
  simp [derivative_mul]

variable {V : Type*} [NormedAddCommGroup V] [InnerProductSpace 𝕜 V]

/-- If `b` is adjoint to a bounded operator `a`, then `b` is bounded. -/
theorem adjoint_bounded (a b : V →ₗ[𝕜] V)
    (hadj : ∀ x y, inner 𝕜 (a x) y = inner 𝕜 x (b y)) (ha : IsBoundedOp a) :
    IsBoundedOp b := by
  obtain ⟨C, hC⟩ := ha
  refine ⟨|C|, fun v => ?_⟩
  have h1 : ‖b v‖ * ‖b v‖ ≤ |C| * ‖v‖ * ‖b v‖ := by
    calc ‖b v‖ * ‖b v‖ = ‖inner 𝕜 (b v) (b v)‖ := by
          rw [inner_self_eq_norm_sq_to_K, norm_pow, RCLike.norm_ofReal, abs_norm, sq]
      _ = ‖inner 𝕜 (a (b v)) v‖ := by rw [hadj]
      _ ≤ ‖a (b v)‖ * ‖v‖ := norm_inner_le_norm _ _
      _ ≤ (|C| * ‖b v‖) * ‖v‖ := by
          refine mul_le_mul_of_nonneg_right ((hC _).trans ?_) (norm_nonneg _)
          exact mul_le_mul_of_nonneg_right (le_abs_self C) (norm_nonneg _)
      _ = |C| * ‖v‖ * ‖b v‖ := by ring
  rcases (norm_nonneg (b v)).eq_or_lt with h0 | h0
  · rw [← h0]
    positivity
  · exact le_of_mul_le_mul_right h1 h0

/-- On a nonzero inner product space, mutually adjoint ladder operators with
`a b - b a = 1` are each unbounded. -/
theorem ladder_each_unbounded [Nontrivial V] (a b : V →ₗ[𝕜] V)
    (hadj : ∀ x y, inner 𝕜 (a x) y = inner 𝕜 x (b y))
    (h : ∀ v, a (b v) - b (a v) = v) : ¬ IsBoundedOp a ∧ ¬ IsBoundedOp b := by
  have hadj' : ∀ x y, inner 𝕜 (b x) y = inner 𝕜 x (a y) := by
    intro x y
    rw [← inner_conj_symm (b x) y, ← hadj y x, inner_conj_symm]
  have hno := not_both_bounded (one_ne_zero : (1 : 𝕜) ≠ 0) a b
    (fun v => by rw [h, one_smul])
  exact ⟨fun ha => hno ⟨ha, adjoint_bounded a b hadj ha⟩,
    fun hb => hno ⟨adjoint_bounded b a hadj' hb, hb⟩⟩

end Operators

end BoundedLadderNoGo
```

```lean
#print axioms BoundedLadderNoGo.not_both_bounded
-- 'BoundedLadderNoGo.not_both_bounded' depends on axioms: [propext, Classical.choice, Quot.sound]
#print axioms BoundedLadderNoGo.ladder_each_unbounded
-- 'BoundedLadderNoGo.ladder_each_unbounded' depends on axioms: [propext, Classical.choice, Quot.sound]
```

## What the theorems say about ladder operators

In `wielandt_wintner`, `𝕜` is the real or complex field and `A` a nontrivial normed algebra, with no assumption that $\|1\|=1$. The number `γ` is $1$ for ladder operators and $i\hbar$ for position and momentum.

In `not_both_bounded`, `V →ₗ[𝕜] V` is a linear map defined on all of `V`, which plays the part of the common invariant domain and need not be complete. The commutation relation is assumed on every vector of `V`. In `ladder_each_unbounded`, the letter `b` stands for $a^\dagger$, and `hadj` expresses adjointness on `V`.

To apply this to the oscillator, one must supply the number-state domain and check both relations there. The theorem `not_both_bounded_witness` checks only the commutator of differentiation and multiplication by $X$; the norm used for them near the top is not part of the Lean code. The matrix example shows that the factorial estimate also applies to nonzero commutators that are not multiples of the identity.

For a single bosonic mode cut off at $N$ levels, as in a simulation, the relation must fail somewhere: the usual truncated matrices give $1-N$ as the last diagonal entry of $[a,a^\dagger]$.

## From the product rule to unboundedness

`comm_iterate_mul` and `comm_iterate_pow` are the two inductions above; `abel` collects the terms in the first, and `hz` removes the surplus commutator in the second. In `norm_comm_pow_le`, `step` bounds the repeated commutators and `hpow` the powers of `a`.

`wielandt_wintner` obtains $1\le K^n/n!$ as `key` and contradicts it with the limit `hlim`. `not_both_bounded` uses `mkContinuous` to turn the bounded maps into elements of the operator algebra. `adjoint_bounded` is the inner-product estimate, with the case $bv=0$ split off by `rcases`. `ladder_each_unbounded` applies it in both directions, after conjugating `hadj` to get the reverse relation `hadj'`.
